# On a uniform grid, nearest rounding loses small increments, and an exactly carried remainder keeps the error within half a spacing

Binary floating-point numbers are not evenly spaced: above the smallest normal number, the gap between neighbours doubles at each power of two. A sum that stays between two consecutive powers of two sees only one gap, and this is the situation modelled here. The stored sum lives on the multiples of a fixed spacing \(h>0\), without upper or lower limit. Rounding is a function \(R:\mathbb R\to\mathbb R\) that sends each real number to a nearest multiple of \(h\). The rule for ties is left open, so rounding half to even and rounding half away from zero are both included.

The second idealisation concerns the remainder, the part of a sum that rounding removes. It is kept as a real number, with no rounding of its own. Kahan's compensated summation, as it runs on a machine, holds the remainder in working precision and also rounds the corrected increment. The bound below therefore belongs to an idealised version of that algorithm.

Within these limits, the results apply when a simulation advances a single-precision coordinate by many displacements that are tiny compared with it, or adds many small terms to an energy that is already large.

## Stagnation and its cure, derived by hand

**One rounding.** Let \(k\) be the integer nearest to \(x/h\), so that \(|x/h-k|\le\tfrac12\). Multiplying by \(h\) gives \(|x-kh|\le h/2\). Since \(R(x)\) is at least as close to \(x\) as the grid point \(kh\) is,
\[
|x-R(x)|\le \frac h2 .
\]

**A small increment is lost.** Let the stored sum be \(mh\) with \(m\) an integer, and let \(|x|<h/2\). Write \(R(mh+x)=kh\). The grid point \(mh\) is at distance \(|x|\) from \(mh+x\), and \(kh\) is no farther away, so
\[
|k-m|\,h\le |kh-(mh+x)|+|x|\le 2|x|<h .
\]
Hence \(|k-m|<1\), and since both are integers, \(k=m\).

Conversely, if \(|x|>h/2\), the sum must change. Otherwise the rounding error would be \(|x|>h/2\), against the bound for one rounding. At \(|x|=h/2\) the rule for ties decides.

**Plain accumulation.** Let \(x_0,x_1,\dots\) be the increments, and let the stored sum obey \(p_{n+1}=R(p_n+x_n)\) with \(p_0=mh\). If every \(|x_n|<h/2\), then \(p_n=mh\) implies \(p_{n+1}=mh\), so the sum never moves. For a constant increment \(\delta\) with \(|\delta|<h/2\), the exact sum after \(n\) steps is \(mh+n\delta\), and the error is
\[
|p_n-(mh+n\delta)|=n|\delta| ,
\]
which, for \(\delta\neq0\), grows linearly and without bound.

**Carrying the remainder.** Now keep a pair \((s_n,c_n)\) with \(s_0=s\), \(c_0=0\) and
\[
s_{n+1}=R(s_n+x_n+c_n),\qquad c_{n+1}=s_n+x_n+c_n-s_{n+1}.
\]
Let \(S_n=s+\sum_{i=0}^{n-1}x_i\) be the exact sum. Then \(s_n+c_n=S_n\) for every \(n\). This is true at \(n=0\), and adding the two update rules gives
\[
s_{n+1}+c_{n+1}=s_n+x_n+c_n=S_n+x_n=S_{n+1}.
\]
The argument of \(R\) in the update is therefore \(S_{n+1}\) itself, so
\[
s_{n+1}=R(S_{n+1}).
\]
After any positive number of steps, the stored sum is the exact sum rounded once. Its error is at most \(h/2\) by the bound for one rounding, and at \(n=0\) the error is zero. No restriction on the size of the increments is needed.

**The bound is attained.** Start from \(mh\) and add the single increment \(h/2\). The exact sum \((m+\tfrac12)h\) lies midway between two grid points, and every grid point \(kh\) is at distance \(|k-m-\tfrac12|\,h\ge h/2\) from it. The error is thus exactly \(h/2\), whichever neighbour \(R\) selects.

**An example.** Single-precision numbers near \(10^7\) have spacing 1. Take \(h=1\), a starting value of \(10^7\) and the constant increment \(0.4\). In the model, a million plain additions leave \(10^7\), while the exact sum is \(10\,400\,000\). With the remainder carried, the stored sum exceeds \(10^7\) by \(0,1,1,2,2\) after the first five steps, and the remainders are \(0.4,-0.2,0.2,-0.4,0\). The remainders then repeat, while the stored sum gains 2 in every five steps, so after a million steps it is \(10\,400\,000\).

**Other roundings.** Nearest rounding entered the compensated scheme only through the error of one rounding. The same argument therefore works for any \(R\) with \(|x-R(x)|\le\varepsilon\) for all \(x\), and gives a total error of at most \(\varepsilon\) after any number of steps. For rounding down to the grid, for instance, the error stays below \(h\).

## Rounding and accumulation as Lean definitions

```lean
import Mathlib

open Finset

namespace CompensatedSummation

noncomputable section
```

The predicate `IsNearestRounding h R` has two clauses for each real `x`. The first says that `R x` is an integer multiple of `h`, and the second that no multiple `m * h` is closer to `x`. Ties are not mentioned, so a theorem with this hypothesis holds for every tie rule that fixes the result as a function of `x`. The definition itself does not ask for `h` to be positive; theorems that need this say so separately.

```lean
/-- `R` rounds every real number to a nearest multiple of the spacing `h`;
ties may be broken in any way. -/
def IsNearestRounding (h : ℝ) (R : ℝ → ℝ) : Prop :=
  ∀ x, (∃ k : ℤ, R x = k * h) ∧ ∀ m : ℤ, |x - R x| ≤ |x - m * h|
```

A concrete rounding of this kind divides by the spacing, takes the nearest integer and multiplies back.

```lean
/-- Rounding to the grid of spacing `h ≠ 0` through the nearest integer to `x / h`. -/
def gridRound (h x : ℝ) : ℝ := (round (x / h) : ℝ) * h
```

Plain accumulation is the recursion for \(p_n\). The increments form a sequence `x : ℕ → ℝ` that starts at index 0, and `plainSum R s x n` is the stored sum after the `n` increments `x 0` to `x (n - 1)`; for `n = 0` it is the starting value `s`.

```lean
/-- Plain accumulation: each increment is added to the stored sum and the result is rounded. -/
def plainSum (R : ℝ → ℝ) (s : ℝ) (x : ℕ → ℝ) : ℕ → ℝ
  | 0 => s
  | n + 1 => R (plainSum R s x n + x n)
```

In the compensated scheme the state `p` is a pair: `p.1` is the stored sum \(s_n\) and `p.2` the remainder \(c_n\). The second component of the new pair is an ordinary difference of real numbers, and this is where the exact remainder enters the model.

```lean
/-- One compensated step on the pair (stored sum, remainder): the remainder is added
together with the increment, and the new rounding error is kept exactly. -/
def compStep (R : ℝ → ℝ) (p : ℝ × ℝ) (x : ℝ) : ℝ × ℝ :=
  (R (p.1 + x + p.2), p.1 + x + p.2 - R (p.1 + x + p.2))

/-- Compensated accumulation, started from the sum `s` with zero remainder. -/
def compSum (R : ℝ → ℝ) (s : ℝ) (x : ℕ → ℝ) : ℕ → ℝ × ℝ
  | 0 => (s, 0)
  | n + 1 => compStep R (compSum R s x n) (x n)
```

## One rounding step

The first theorem shows that `gridRound h` satisfies the predicate for every positive `h`, so the later statements apply to at least one actual function. The auxiliary identity `e` rewrites \(x-mh\) as \((x/h-m)h\). The library lemma `round_le` says that no integer is closer to \(x/h\) than its rounded value, and multiplying that inequality by \(|h|\) finishes the proof.

```lean
/-- For positive spacing, `gridRound h` is a nearest rounding. -/
theorem isNearestRounding_witness {h : ℝ} (hh : 0 < h) :
    IsNearestRounding h (gridRound h) := by
  intro x
  have e : ∀ m : ℤ, x - m * h = (x / h - m) * h := by
    intro m
    field_simp
  refine ⟨⟨round (x / h), rfl⟩, fun m => ?_⟩
  show |x - (round (x / h) : ℝ) * h| ≤ |x - m * h|
  rw [e (round (x / h)), e m, abs_mul, abs_mul]
  exact mul_le_mul_of_nonneg_right (round_le _ m) (abs_nonneg h)
```

The bound \(h/2\) uses the same identity. The second clause of the predicate is applied to the integer `round (x / h)`, `abs_sub_round` supplies the \(\tfrac12\), and `nlinarith` carries out the multiplication by \(h\).

```lean
/-- A single nearest rounding with positive spacing `h` has error at most `h / 2`. -/
theorem rounding_error_le {h : ℝ} {R : ℝ → ℝ} (hh : 0 < h)
    (hR : IsNearestRounding h R) (x : ℝ) : |x - R x| ≤ h / 2 := by
  have e : ∀ m : ℤ, x - m * h = (x / h - m) * h := by
    intro m
    field_simp
  -- compare with the grid point given by the nearest integer to x / h
  have h1 := (hR x).2 (round (x / h))
  rw [e (round (x / h)), abs_mul, abs_of_pos hh] at h1
  have h2 := abs_sub_round (x / h)
  nlinarith
```

The next theorem states that a small increment is lost. The stored value appears as `m * h` with `m : ℤ`, which is how the formal text says that a sum lies on the grid. Positivity of `h` is not assumed, because it follows from \(|x|<h/2\).

In the proof, `k` is the integer with \(R(mh+x)=kh\), and `h1` is the comparison with the grid point \(mh\). The derivation by hand bounded \(|k-m|\); here the two signs are treated separately. The steps `a` and `b` show that \(m-k\) and \(k-m\) are both less than 1. After the inequalities have been moved from the reals to the integers, `omega` concludes that `k = m`.

```lean
/-- With nearest rounding to the grid of spacing `h`, an increment smaller than `h / 2` in magnitude
is lost when it is added to a grid value. -/
theorem small_increment_lost {h : ℝ} {R : ℝ → ℝ} (hR : IsNearestRounding h R)
    (m : ℤ) {x : ℝ} (hx : |x| < h / 2) : R (m * h + x) = m * h := by
  obtain ⟨⟨k, hk⟩, hmin⟩ := hR (m * h + x)
  have h1 := hmin m
  rw [hk, add_sub_cancel_left] at h1
  have hh : 0 < h := by linarith [abs_nonneg x]
  obtain ⟨x1, x2⟩ := abs_lt.mp hx
  obtain ⟨y1, y2⟩ := abs_le.mp (h1.trans hx.le)
  -- the grid points k h and m h are less than one spacing apart
  have a : (m : ℝ) - k < 1 :=
    lt_of_mul_lt_mul_right (by linarith : ((m : ℝ) - k) * h < 1 * h) hh.le
  have b : (k : ℝ) - m < 1 :=
    lt_of_mul_lt_mul_right (by linarith : ((k : ℝ) - m) * h < 1 * h) hh.le
  have a' : m < k + 1 := by exact_mod_cast (by linarith : (m : ℝ) < k + 1)
  have b' : k < m + 1 := by exact_mod_cast (by linarith : (k : ℝ) < m + 1)
  have hkm : k = m := by omega
  rw [hk, hkm]
```

For an increment above half a spacing, the proof assumes that the sum has not changed and obtains a contradiction with `rounding_error_le`.

```lean
/-- With nearest rounding of positive spacing `h`, an increment larger than `h / 2` in magnitude
always changes a grid value. -/
theorem large_increment_registers {h : ℝ} {R : ℝ → ℝ} (hh : 0 < h)
    (hR : IsNearestRounding h R) (m : ℤ) {x : ℝ} (hx : h / 2 < |x|) :
    R (m * h + x) ≠ m * h := by
  intro e
  have h1 := rounding_error_le hh hR (m * h + x)
  rw [e, add_sub_cancel_left] at h1
  linarith
```

## The plain sum stands still

The hypothesis `hx` bounds every increment in the sequence, and the conclusion holds for every `n`. The increments may differ in size and sign. The induction replaces the previous stored sum by `m * h` and applies `small_increment_lost` once.

```lean
/-- Stagnation: with nearest rounding to the grid of spacing `h`, a plain sum that starts on the
grid never moves, however many increments are added, if each is smaller than `h / 2` in magnitude.
-/
theorem plainSum_stagnates {h : ℝ} {R : ℝ → ℝ} (hR : IsNearestRounding h R)
    (m : ℤ) {x : ℕ → ℝ} (hx : ∀ k, |x k| < h / 2) (n : ℕ) :
    plainSum R (m * h) x n = m * h := by
  induction n with
  | zero => rfl
  | succ n ih =>
    show R (plainSum R (m * h) x n + x n) = m * h
    rw [ih]
    exact small_increment_lost hR m (hx n)
```

For a constant increment, the sequence is `fun _ => δ`. Once the stored sum has been replaced by `m * h`, only \(|-n\delta|=n|\delta|\) is left to compute.

```lean
/-- With nearest rounding to the grid of spacing `h` and a constant increment `δ` with
`|δ| < h / 2`, the error of the plain sum started on the grid is exactly `n |δ|` after `n` steps. -/
theorem plainSum_error {h : ℝ} {R : ℝ → ℝ} (hR : IsNearestRounding h R)
    (m : ℤ) {δ : ℝ} (hδ : |δ| < h / 2) (n : ℕ) :
    |plainSum R (m * h) (fun _ => δ) n - (m * h + n * δ)| = n * |δ| := by
  rw [plainSum_stagnates hR m (fun _ => hδ) n]
  have e : (m : ℝ) * h - (m * h + n * δ) = -(n * δ) := by ring
  rw [e, abs_neg, abs_mul, Nat.abs_cast]
```

## The compensated sum is rounded once

The invariant \(s_n+c_n=S_n\) is stated for an arbitrary function `R`, since its proof uses nothing about rounding: whatever `R` removes from the stored sum is put into the remainder. The expression `∑ i ∈ range n, x i` is the sum over \(i=0,\dots,n-1\). In the induction step, `sum_range_succ` splits off the last increment and `linarith` adds the two update rules.

```lean
/-- In compensated accumulation the stored sum plus the remainder equals the exact sum
at every step. -/
theorem compSum_invariant (R : ℝ → ℝ) (s : ℝ) (x : ℕ → ℝ) (n : ℕ) :
    (compSum R s x n).1 + (compSum R s x n).2 = s + ∑ i ∈ range n, x i := by
  induction n with
  | zero => simp [compSum]
  | succ n ih =>
    simp only [compSum, compStep, sum_range_succ]
    linarith
```

The following theorem is \(s_{n+1}=R(S_{n+1})\), again for any `R`. It is stated at `n + 1` because at zero steps nothing has been rounded, and the starting value `s` need not lie on the grid. The equation `e` uses the invariant to identify the argument of `R` with the exact sum.

```lean
/-- After at least one step, the compensated sum is the exact sum rounded once. -/
theorem compSum_eq_round (R : ℝ → ℝ) (s : ℝ) (x : ℕ → ℝ) (n : ℕ) :
    (compSum R s x (n + 1)).1 = R (s + ∑ i ∈ range (n + 1), x i) := by
  have inv := compSum_invariant R s x n
  have e : (compSum R s x n).1 + x n + (compSum R s x n).2
      = s + ∑ i ∈ range (n + 1), x i := by
    rw [sum_range_succ]
    linarith
  show R ((compSum R s x n).1 + x n + (compSum R s x n).2) = _
  rw [e]
```

The error bound now needs only a case distinction. With no steps the difference is zero. Otherwise the stored sum is the exact sum rounded once, and `rounding_error_le` applies. The starting value and the increments are arbitrary real numbers, and the bound does not depend on `n`.

```lean
/-- With nearest rounding of positive spacing `h`, the compensated sum differs from the
exact sum by at most `h / 2` after any number of steps and for any increments. -/
theorem compSum_error_le {h : ℝ} {R : ℝ → ℝ} (hh : 0 < h)
    (hR : IsNearestRounding h R) (s : ℝ) (x : ℕ → ℝ) (n : ℕ) :
    |(compSum R s x n).1 - (s + ∑ i ∈ range n, x i)| ≤ h / 2 := by
  cases n with
  | zero =>
    have e : (compSum R s x 0).1 - (s + ∑ i ∈ range 0, x i) = 0 := by simp [compSum]
    rw [e, abs_zero]
    positivity
  | succ n =>
    rw [compSum_eq_round, abs_sub_comm]
    exact rounding_error_le hh hR _
```

The last theorem shows that \(h/2\) cannot be replaced by a smaller constant. It takes one step with increment `h / 2` from the grid value `m * h`. One inequality is the general rounding bound. For the other, the rounded value is written as \(kh\), and the proof distinguishes \(k\le m\) from \(k\ge m+1\), that is, grid points below and above the midpoint. In both cases the distance to the midpoint is at least \(h/2\).

```lean
/-- The bound `h / 2` is attained: with nearest rounding of positive spacing `h`, one increment
`h / 2` added to a grid value leaves an error of exactly `h / 2`. -/
theorem compSum_error_sharp {h : ℝ} {R : ℝ → ℝ} (hh : 0 < h)
    (hR : IsNearestRounding h R) (m : ℤ) :
    |(compSum R (m * h) (fun _ => h / 2) 1).1 - (m * h + h / 2)| = h / 2 := by
  have e : (compSum R (m * h) (fun _ => h / 2) 1).1 = R (m * h + h / 2) :=
    (compSum_eq_round R (m * h) (fun _ => h / 2) 0).trans (by simp)
  rw [e]
  apply le_antisymm
  · rw [abs_sub_comm]
    exact rounding_error_le hh hR _
  · -- every grid point is at least h / 2 away from a midpoint
    obtain ⟨k, hk⟩ := (hR (m * h + h / 2)).1
    rw [hk, le_abs]
    rcases le_or_gt k m with hkm | hkm
    · right
      have c : (k : ℝ) ≤ m := by exact_mod_cast hkm
      nlinarith [mul_le_mul_of_nonneg_right c hh.le]
    · left
      have c : (m : ℝ) + 1 ≤ k := by exact_mod_cast hkm
      nlinarith [mul_le_mul_of_nonneg_right c hh.le]

end

end CompensatedSummation
```

```lean
#print axioms CompensatedSummation.small_increment_lost
#print axioms CompensatedSummation.plainSum_error
#print axioms CompensatedSummation.compSum_error_le
#print axioms CompensatedSummation.compSum_error_sharp
```

```
'CompensatedSummation.small_increment_lost' depends on axioms: [propext, Classical.choice, Quot.sound]
'CompensatedSummation.plainSum_error' depends on axioms: [propext, Classical.choice, Quot.sound]
'CompensatedSummation.compSum_error_le' depends on axioms: [propext, Classical.choice, Quot.sound]
'CompensatedSummation.compSum_error_sharp' depends on axioms: [propext, Classical.choice, Quot.sound]
```
